# The integral of the tunnelling weight b^(-2n-5/2) exp(-π/b) over all positive field strengths

The theorem integrates the weight b^(-2n-5/2) exp(-π/b) over all field strengths b > 0, for any natural number n, and gives the value Γ(2n+3/2) / π^(2n+3/2). The weight is defined by this formula, with b a plain real number; it is not derived from a Hamiltonian or a tunnelling rate. The proof substitutes t = 1/b, which turns the integral into Euler's integral for the Gamma function. It first rewrites the integrand into the form that Mathlib's change-of-variables lemma expects, then applies that lemma and evaluates the result.

As first written in Lean, the proof fails:

```lean
import Mathlib

open MeasureTheory Filter Topology Set
open scoped Real

namespace TunnellingMoment

noncomputable section

/-- The tunnelling weight `b^(-2n-5/2) exp(-π/b)` at field strength `b > 0`. -/
def tunnelWeight (n : ℕ) (b : ℝ) : ℝ :=
  b ^ (-(2 * (n : ℝ)) - 5 / 2) * Real.exp (-π / b)

/-- The tunnelling moment: the integral of `b^(-2n-5/2) exp(-π/b)` over `b > 0` equals
`Γ(2n+3/2) / π^(2n+3/2)`. -/
theorem tunnelling_moment (n : ℕ) :
    ∫ b in Ioi (0 : ℝ), tunnelWeight n b =
      Real.Gamma (2 * (n : ℝ) + 3 / 2) / π ^ (2 * (n : ℝ) + 3 / 2) := by
  -- substitute t = 1/b
  have e : ∫ b in Ioi (0 : ℝ), tunnelWeight n b =
      ∫ b in Ioi (0 : ℝ), (|(-1 : ℝ)| * b ^ ((-1 : ℝ) - 1)) •
        (fun t : ℝ => t ^ ((2 * (n : ℝ) + 3 / 2) - 1) * Real.exp (-(π * t)))
          (b ^ (-1 : ℝ)) := by
    refine setIntegral_congr_fun measurableSet_Ioi fun b hb => ?_
    have hb' : 0 < b := hb
    have h1 : b ^ (-(2 * (n : ℝ)) - 5 / 2) =
        b ^ ((-1 : ℝ) - 1) * (b ^ (-1 : ℝ)) ^ ((2 * (n : ℝ) + 3 / 2) - 1) := by
      rw [← Real.rpow_mul hb'.le, ← Real.rpow_add hb']
      congr 1
      ring
    have h2 : -π / b = -(π * b ^ (-1 : ℝ)) := by
      rw [Real.rpow_neg_one]
      ring
    simp only [tunnelWeight, smul_eq_mul, abs_neg, abs_one, one_mul]
    rw [h1, h2, mul_assoc]
  rw [e, integral_comp_rpow_Ioi _ (by norm_num)]
  -- Euler's integral
  have h := Real.integral_rpow_mul_exp_neg_mul_Ioi
    (a := 2 * (n : ℝ) + 3 / 2) (r := π) (by positivity) Real.pi_pos
  refine h.trans ?_
  rw [one_div, Real.inv_rpow Real.pi_pos.le, div_eq_mul_inv, mul_comm]

end

end TunnellingMoment
```

Lean reports:

```
Main.lean:36:9: error: Tactic `rewrite` failed: Did not find an occurrence of the pattern
  ∫ (x : ℝ) in Ioi 0, (|?m.343| * x ^ (?m.343 - 1)) • ?m.342 (x ^ ?m.343)
in the target expression
  ∫ (b : ℝ) in Ioi 0, (|(-1)| * b ^ (-1 - 1)) • (fun t => t ^ (2 * ↑n + 3 / 2 - 1) * rexp (-(π * t))) (b ^ (-1)) =
    Real.Gamma (2 * ↑n + 3 / 2) / π ^ (2 * ↑n + 3 / 2)

n : ℕ
e :
  ∫ (b : ℝ) in Ioi 0, tunnelWeight n b =
    ∫ (b : ℝ) in Ioi 0, (|(-1)| * b ^ (-1 - 1)) • (fun t => t ^ (2 * ↑n + 3 / 2 - 1) * rexp (-(π * t))) (b ^ (-1))
⊢ ∫ (b : ℝ) in Ioi 0, (|(-1)| * b ^ (-1 - 1)) • (fun t => t ^ (2 * ↑n + 3 / 2 - 1) * rexp (-(π * t))) (b ^ (-1)) =
    Real.Gamma (2 * ↑n + 3 / 2) / π ^ (2 * ↑n + 3 / 2)
```

After these edits no error is left:

```diff
@@ -34,10 +34,13 @@
     simp only [tunnelWeight, smul_eq_mul, abs_neg, abs_one, one_mul]
     rw [h1, h2, mul_assoc]
-  rw [e, integral_comp_rpow_Ioi _ (by norm_num)]
+  refine e.trans ((integral_comp_rpow_Ioi
+    (fun t : ℝ => t ^ ((2 * (n : ℝ) + 3 / 2) - 1) * Real.exp (-(π * t)))
+    (p := (-1 : ℝ)) (by norm_num)).trans ?_)
   -- Euler's integral
   have h := Real.integral_rpow_mul_exp_neg_mul_Ioi
     (a := 2 * (n : ℝ) + 3 / 2) (r := π) (by positivity) Real.pi_pos
   refine h.trans ?_
-  rw [one_div, Real.inv_rpow Real.pi_pos.le, div_eq_mul_inv, mul_comm]
+  rw [one_div, Real.inv_rpow Real.pi_pos.le]
+  exact inv_mul_eq_div _ _
 
 end
```

Cause. The error says that `rw` could not match the left side of `integral_comp_rpow_Ioi` with the goal, though the two look alike. Both the exponent and the function were left for Lean to find, and the function appears in the pattern only applied to `x ^ ?m.343`. Lean can reduce the goal's `(fun t => ...) (b ^ (-1))` while matching, and unification does not in general recover a function from its value at such a compound argument. The repair states the function and `p = -1` outright, and chains the equalities with `.trans`, so nothing has to be found by pattern search.

The change to the last line mends a second fault, which no message reports because Lean stopped at the first. There `div_eq_mul_inv` would have rewritten the first quotient it met, the `3 / 2` in an exponent, and left the division by the power of π alone. After the two remaining rewrites the goal has the form `a⁻¹ * b = b / a`, which is exactly `inv_mul_eq_div`.
